# Pulay's force formula: the derivative of a band energy without orbital derivatives

After diagonalisation, a tight-binding code with a non-orthogonal basis builds two matrices from the occupied orbitals, the density matrix $D$ and the energy-weighted density matrix $W$. It contracts them with the derivatives of the Hamiltonian and overlap matrices to get the band-energy part of the forces on the atoms. The derivatives of the orbital coefficients are not needed for this. For non-interacting electrons in a finite basis, this step rests on the formula

$$\frac{d}{dt}\,\mathrm{tr}(C^*HC)=\mathrm{tr}(H'D)-\mathrm{tr}(S'W),$$

which holds at a point $t_0$ where the orbitals solve $HC=SCL$, provided that they stay orthonormal nearby, $C^*SC=1$, and are differentiable there. Here $H$ and $S$ are the Hamiltonian and overlap matrices, Hermitian and differentiable at $t_0$, the columns of $C$ are the occupied orbitals, each counted once, so that $D=CC^*$ and $W=CLC^*$, and $L$ is a square matrix that holds the orbital energies on its diagonal when the orbitals are canonical.

## Matrices that move with a nuclear coordinate

The real parameter $t$ stands for a nuclear coordinate. The complex matrices $H(t)$ and $S(t)$ hold the Hamiltonian and the overlaps in the basis. Each column of $C(t)$ holds the coefficients of one occupied orbital, and a star denotes the conjugate transpose, written `ᴴ` in Lean. The type `n` labels basis functions and `k` labels orbitals; both are finite in the force formula.

```lean
import Mathlib

open Matrix Filter Topology

namespace PulayForce

noncomputable section

variable {m n k : Type*}
```

A prime denotes the derivative at the point considered, taken entry by entry:
$$A'_{ij}=\frac{d}{ds}A_{ij}(s)\Big|_{s=t}.$$

```lean
/-- The matrix `A s` has the entrywise derivative `A'` with respect to the real parameter
at `s = t`. -/
def HasMatDeriv (A : ℝ → Matrix m n ℂ) (A' : Matrix m n ℂ) (t : ℝ) : Prop :=
  ∀ i j, HasDerivAt (fun s => A s i j) (A' i j) t
```

The band energy counts each orbital once. With $c_i$ for column $i$ of $C$,
$$E=\mathrm{tr}(C^*HC)=\sum_i c_i^*Hc_i .$$
Lean gives it the type `ℂ`; its value is real whenever $H$ is Hermitian.

```lean
/-- The band energy `tr (C* H C)` of the orbitals in the columns of `C`. -/
def bandEnergy [Fintype n] [Fintype k] (H : Matrix n n ℂ) (C : Matrix n k ℂ) : ℂ :=
  Matrix.trace (Cᴴ * H * C)
```

The density matrix is $D=CC^*$.

```lean
/-- The density matrix `D = C C*`. -/
def density [Fintype k] (C : Matrix n k ℂ) : Matrix n n ℂ := C * Cᴴ
```

The energy-weighted density matrix is $W=CLC^*$, where $L$ is the matrix of multipliers in $HC=SCL$. For canonical orbitals $L$ is diagonal and holds the orbital energies.

```lean
/-- The energy-weighted density matrix `W = C L C*`. -/
def weightedDensity [Fintype k] (C : Matrix n k ℂ) (L : Matrix k k ℂ) : Matrix n n ℂ :=
  C * L * Cᴴ
```

## Differentiating between moving orbitals

Each entry of a matrix product is a finite sum, so the ordinary product rule gives
$$(AB)'_{ij}=\sum_l\left(A'_{il}B_{lj}+A_{il}B'_{lj}\right).$$
The proof differentiates this sum term by term, and `simpa` reads the result back as $A'B+AB'$.

```lean
/-- Product rule for matrices that depend on a parameter. -/
theorem HasMatDeriv.mul [Fintype n] {A : ℝ → Matrix m n ℂ} {B : ℝ → Matrix n k ℂ}
    {A' : Matrix m n ℂ} {B' : Matrix n k ℂ} {t : ℝ}
    (hA : HasMatDeriv A A' t) (hB : HasMatDeriv B B' t) :
    HasMatDeriv (fun s => A s * B s) (A' * B t + A t * B') t := by
  intro i j
  have h := HasDerivAt.fun_sum (u := Finset.univ)
    (fun l (_ : l ∈ Finset.univ) => (hA i l).fun_mul (hB l j))
  simpa only [Matrix.mul_apply, Matrix.add_apply, Finset.sum_add_distrib] using h
```

Because $t$ is real, conjugation commutes with differentiation and $(C^*)'=(C')^*$. Two uses of the product rule then give
$$(C^*AC)'=C'^*AC+C^*A'C+C^*AC'.$$
This is needed for $A=H$, which gives the energy, and for $A=S$, which gives the constraint. Lean keeps the first two terms in one bracket.

```lean
variable [Fintype n]

/-- Derivative of the matrix `C* A C` of an operator between moving orbitals. -/
theorem hasMatDeriv_sandwich {A : ℝ → Matrix n n ℂ} {C : ℝ → Matrix n k ℂ}
    {A' : Matrix n n ℂ} {C' : Matrix n k ℂ} {t : ℝ}
    (hA : HasMatDeriv A A' t) (hC : HasMatDeriv C C' t) :
    HasMatDeriv (fun s => (C s)ᴴ * A s * C s)
      ((C'ᴴ * A t + (C t)ᴴ * A') * C t + (C t)ᴴ * A t * C') t := by
  have hCs : HasMatDeriv (fun s => (C s)ᴴ) C'ᴴ t := fun i j => (hC j i).star
  exact (hCs.mul hA).mul hC
```

## The orbital equation turns energy response into overlap response

Multiply $HC=SCL$ from the left by $C^*$ and use $C^*SC=1$:
$$C^*HC=C^*SCL=L.$$
Since $H$ is Hermitian, $L^*=C^*H^*C=C^*HC=L$. The Hermiticity of $L$ is therefore a consequence and not an extra assumption.

```lean
/-- For Hermitian `H` and orthonormal orbitals with `H C = S C L`, the multiplier matrix `L` is the
Hamiltonian between the orbitals, and it is Hermitian. -/
theorem multiplier_eq [Fintype k] [DecidableEq k] {H S : Matrix n n ℂ} {C : Matrix n k ℂ}
    {L : Matrix k k ℂ} (hH : H.IsHermitian) (hN : Cᴴ * S * C = 1) (hE : H * C = S * C * L) :
    Cᴴ * H * C = L ∧ L.IsHermitian := by
  have e : Cᴴ * H * C = L := by
    rw [Matrix.mul_assoc, hE, ← Matrix.mul_assoc, ← Matrix.mul_assoc, hN, Matrix.one_mul]
  refine ⟨e, ?_⟩
  rw [← e]
  unfold Matrix.IsHermitian
  simp only [Matrix.conjTranspose_mul, Matrix.conjTranspose_conjTranspose, hH.eq,
    Matrix.mul_assoc]
```

Now let $X$ be any change of the coefficients. The adjoint of the orbital equation is $C^*H=LC^*S$, by the Hermiticity of $H$, $S$ and $L$. Inserting both equations and using the cyclic property of the trace gives
$$\begin{aligned}
\mathrm{tr}(X^*HC+C^*HX)&=\mathrm{tr}(X^*SCL)+\mathrm{tr}(LC^*SX)\\
&=\mathrm{tr}\big(L(X^*SC+C^*SX)\big).
\end{aligned}$$
In the proof, `h'` is the adjoint equation and `Matrix.trace_mul_comm` moves $L$ from the front to the end of the product $LX^*SC$ under the trace.

```lean
/-- For Hermitian `H`, `S` and `L` with `H C = S C L`, the first-order energy change under an
orbital variation `X` is the trace of `L` with the first-order change of the orbital overlaps. -/
theorem response_trace [Fintype k] {H S : Matrix n n ℂ} {C : Matrix n k ℂ} {L : Matrix k k ℂ}
    (hH : H.IsHermitian) (hS : S.IsHermitian) (hL : L.IsHermitian)
    (hE : H * C = S * C * L) (X : Matrix n k ℂ) :
    Matrix.trace (Xᴴ * H * C + Cᴴ * H * X)
      = Matrix.trace (L * (Xᴴ * S * C + Cᴴ * S * X)) := by
  -- the adjoint orbital equation
  have h' : Cᴴ * H = L * (Cᴴ * S) := by
    have h := congrArg Matrix.conjTranspose hE
    simpa only [Matrix.conjTranspose_mul, hH.eq, hS.eq, hL.eq] using h
  rw [Matrix.mul_assoc Xᴴ H C, hE, h', Matrix.mul_add, Matrix.trace_add, Matrix.trace_add,
    Matrix.trace_mul_comm L (Xᴴ * S * C)]
  simp only [Matrix.mul_assoc]
```

## Orthonormality fixes the overlap response

The product $C^*SC$ equals the unit matrix throughout a neighbourhood of $t_0$, so its derivative there is zero:
$$C'^*SC+C^*SC'=-C^*S'C.$$
The hypothesis `hN` states the constraint for all $t$ near $t_0$, since its value at $t_0$ alone says nothing about the derivative. The proof compares two derivatives of the same entry, one from the product rule and one from the constant, and uses the uniqueness of the derivative.

```lean
/-- Differentiated orthonormality: the orbital response compensates the change of the
overlap matrix. -/
theorem orthonormality_response [DecidableEq k] {S : ℝ → Matrix n n ℂ}
    {C : ℝ → Matrix n k ℂ} {S' : Matrix n n ℂ} {C' : Matrix n k ℂ} {t₀ : ℝ}
    (hS : HasMatDeriv S S' t₀) (hC : HasMatDeriv C C' t₀)
    (hN : ∀ᶠ t in 𝓝 t₀, (C t)ᴴ * S t * C t = 1) :
    C'ᴴ * S t₀ * C t₀ + (C t₀)ᴴ * S t₀ * C' = -((C t₀)ᴴ * S' * C t₀) := by
  have h0 : (C'ᴴ * S t₀ + (C t₀)ᴴ * S') * C t₀ + (C t₀)ᴴ * S t₀ * C' = 0 := by
    ext i j
    exact (hasMatDeriv_sandwich hS hC i j).unique
      ((hasDerivAt_const t₀ ((1 : Matrix k k ℂ) i j)).congr_of_eventuallyEq
        (hN.mono fun s hs => congrFun (congrFun hs i) j))
  rw [Matrix.add_mul] at h0
  rw [eq_neg_iff_add_eq_zero, ← h0]
  abel
```

## The force formula

All matrices below are taken at $t_0$. The derivative of the energy contains one explicit term and two response terms. The last two results, with $X=C'$, remove the response:
$$\begin{aligned}
E'&=\mathrm{tr}(C^*H'C)+\mathrm{tr}(C'^*HC+C^*HC')\\
&=\mathrm{tr}(C^*H'C)-\mathrm{tr}(LC^*S'C)\\
&=\mathrm{tr}(H'CC^*)-\mathrm{tr}(S'CLC^*)\\
&=\mathrm{tr}(H'D)-\mathrm{tr}(S'W).
\end{aligned}$$

In words, `pulay_force` assumes that $H$, $S$ and $C$ are differentiable at $t_0$, that $H(t_0)$ and $S(t_0)$ are Hermitian, that the orbitals are orthonormal near $t_0$, and that they solve the orbital equation at $t_0$. It concludes that the band energy is differentiable at $t_0$ with the stated derivative. The orbitals need not be the lowest ones, and they need not solve the equation at any other $t$.

The differentiability of $C$ is assumed. Physically, it means that the occupied orbitals can be followed smoothly as the atom moves. A gap between occupied and empty levels secures such a choice when $H$ and $S$ are smooth and Hermitian and $S$ is positive definite; a level crossing at the Fermi energy can spoil it. Fractional occupations are not covered.

The matrix $H'$ is the full derivative of the matrix elements, so it contains the change of the operator as well as the motion of the basis functions. The theorem does not separate a Hellmann–Feynman force from the Pulay correction.

In the proof, `hd` is the first line of the calculation, `r` carries the eliminated response, and `a` and `b` are the two cyclic rearrangements. The second of these, `b`, is rewritten into `r`, and the final `linear_combination` adds `r` and `a`.

```lean
/-- Pulay's force formula: let `H`, `S` and `C` be differentiable at `t₀`, with `H t₀` and `S t₀`
Hermitian. If the orbitals are orthonormal near `t₀` and solve `H C = S C L` at `t₀`, the band
energy has the derivative `tr (H' D) - tr (S' W)` there. -/
theorem pulay_force [Fintype k] [DecidableEq k] {H S : ℝ → Matrix n n ℂ} {C : ℝ → Matrix n k ℂ}
    {H' S' : Matrix n n ℂ} {C' : Matrix n k ℂ} {L : Matrix k k ℂ} {t₀ : ℝ}
    (hH : HasMatDeriv H H' t₀) (hS : HasMatDeriv S S' t₀) (hC : HasMatDeriv C C' t₀)
    (hHh : (H t₀).IsHermitian) (hSh : (S t₀).IsHermitian)
    (hN : ∀ᶠ t in 𝓝 t₀, (C t)ᴴ * S t * C t = 1)
    (hE : H t₀ * C t₀ = S t₀ * C t₀ * L) :
    HasDerivAt (fun t => bandEnergy (H t) (C t))
      (Matrix.trace (H' * density (C t₀))
        - Matrix.trace (S' * weightedDensity (C t₀) L)) t₀ := by
  have hd : HasDerivAt (fun t => bandEnergy (H t) (C t))
      (Matrix.trace ((C'ᴴ * H t₀ + (C t₀)ᴴ * H') * C t₀ + (C t₀)ᴴ * H t₀ * C')) t₀ :=
    HasDerivAt.fun_sum (u := Finset.univ)
      (fun i (_ : i ∈ Finset.univ) => hasMatDeriv_sandwich hH hC i i)
  refine hd.congr_deriv ?_
  -- the unknown orbital response is eliminated through the constraint
  have r := response_trace hHh hSh (multiplier_eq hHh hN.self_of_nhds hE).2 hE C'
  have a : Matrix.trace ((C t₀)ᴴ * H' * C t₀) = Matrix.trace (H' * (C t₀ * (C t₀)ᴴ)) := by
    rw [Matrix.mul_assoc, Matrix.trace_mul_comm (C t₀)ᴴ, Matrix.mul_assoc]
  have b : Matrix.trace (L * ((C t₀)ᴴ * S' * C t₀))
      = Matrix.trace (S' * (C t₀ * L * (C t₀)ᴴ)) := by
    rw [show L * ((C t₀)ᴴ * S' * C t₀) = (L * (C t₀)ᴴ) * (S' * C t₀) by
      simp only [Matrix.mul_assoc], Matrix.trace_mul_comm (L * (C t₀)ᴴ)]
    simp only [Matrix.mul_assoc]
  rw [orthonormality_response hS hC hN, Matrix.trace_add, Matrix.mul_neg,
    Matrix.trace_neg, b] at r
  unfold density weightedDensity
  rw [Matrix.add_mul, Matrix.trace_add, Matrix.trace_add]
  linear_combination r + a
```

## A force from the overlap alone

A basis of two functions and a single orbital show the overlap term at work. The Hamiltonian matrix is constant:
$$H=\begin{pmatrix}1&1\\1&0\end{pmatrix}.$$

```lean
/-- A constant Hamiltonian matrix in a basis of two functions. -/
def demoH : Matrix (Fin 2) (Fin 2) ℂ := !![1, 1; 1, 0]
```

The overlap matrix changes with $t$, and it is positive definite for small $|t|$. Its first diagonal entry changes too, which would not happen for normalised basis functions; the matrices are chosen for easy arithmetic and do not model a particular molecule:
$$S(t)=\begin{pmatrix}1-2t&1-t\\1-t&2\end{pmatrix}.$$

```lean
/-- An overlap matrix of two non-orthogonal basis functions that changes with `t`. -/
def demoS (t : ℝ) : Matrix (Fin 2) (Fin 2) ℂ := !![1 - 2 * (t : ℂ), 1 - (t : ℂ); 1 - (t : ℂ), 2]
```

The orbital has the coefficients $C(t)=(1,t)^T$.

```lean
/-- One orbital with the coefficients `1` and `t`. -/
def demoC (t : ℝ) : Matrix (Fin 2) (Fin 1) ℂ := !![1; (t : ℂ)]
```

It is normalised for every $t$, because
$$C^*SC=(1-2t)+2t(1-t)+2t^2=1.$$
At $t=0$ both $HC$ and $SC$ equal $(1,1)^T$, so the orbital equation holds with $L=1$. The other level at $t=0$ is $-1$, so this is the upper orbital and not the ground state; the formula applies to it all the same. Here $H'=0$, and
$$S'=\begin{pmatrix}-2&-1\\-1&0\end{pmatrix},\qquad W=\begin{pmatrix}1&0\\0&0\end{pmatrix},$$
so the formula gives $E'=-\mathrm{tr}(S'W)=2$. This agrees with the energy itself, $E(t)=1+2t$. A code that kept only $\mathrm{tr}(H'D)$ would report zero.

The theorem lists the hypotheses one by one and then the derivative. Its proof checks the matrices entry by entry with `fin_cases`, applies `pulay_force`, and evaluates the remaining traces with `simp`.

```lean
/-- The matrices `demoH`, `demoS`, `demoC` meet all hypotheses of the force formula at `t = 0`
with `L = 1`; the band energy has derivative `2` although the Hamiltonian matrix is constant. -/
theorem pulay_force_witness :
    HasMatDeriv (fun _ => demoH) 0 0 ∧ HasMatDeriv demoS !![-2, -1; -1, 0] 0 ∧
    HasMatDeriv demoC !![0; 1] 0 ∧ demoH.IsHermitian ∧ (demoS 0).IsHermitian ∧
    (∀ t, (demoC t)ᴴ * demoS t * demoC t = 1) ∧
    demoH * demoC 0 = demoS 0 * demoC 0 * (1 : Matrix (Fin 1) (Fin 1) ℂ) ∧
    HasDerivAt (fun t => bandEnergy demoH (demoC t)) 2 0 := by
  have hH : HasMatDeriv (fun _ => demoH) 0 0 := fun i j => hasDerivAt_const (0 : ℝ) (demoH i j)
  have x : HasDerivAt (fun t : ℝ => (t : ℂ)) 1 0 :=
    (hasDerivAt_id' (0 : ℝ)).ofReal_comp.congr_deriv Complex.ofReal_one
  have hS : HasMatDeriv demoS !![-2, -1; -1, 0] 0 := by
    have y : HasDerivAt (fun t : ℝ => 1 - 2 * (t : ℂ)) (-2) 0 :=
      ((x.const_mul 2).const_sub 1).congr_deriv (by norm_num)
    intro i j
    fin_cases i <;> fin_cases j
    · exact y
    · exact x.const_sub 1
    · exact x.const_sub 1
    · exact hasDerivAt_const (0 : ℝ) (2 : ℂ)
  have hC : HasMatDeriv demoC !![0; 1] 0 := by
    intro i j
    fin_cases i <;> fin_cases j
    · exact hasDerivAt_const (0 : ℝ) (1 : ℂ)
    · exact x
  have hHh : demoH.IsHermitian := Matrix.IsHermitian.ext fun i j => by
    fin_cases i <;> fin_cases j <;> simp [demoH]
  have hSh : (demoS 0).IsHermitian := Matrix.IsHermitian.ext fun i j => by
    fin_cases i <;> fin_cases j <;> simp [demoS]
  have hN : ∀ t, (demoC t)ᴴ * demoS t * demoC t = 1 := by
    intro t
    ext i j
    fin_cases i
    fin_cases j
    simp [demoS, demoC, Matrix.mul_apply, Fin.sum_univ_succ]
    ring
  have hE : demoH * demoC 0 = demoS 0 * demoC 0 * (1 : Matrix (Fin 1) (Fin 1) ℂ) := by
    rw [Matrix.mul_one]
    ext i j
    fin_cases i <;> fin_cases j <;>
      simp [demoH, demoS, demoC, Matrix.mul_apply, Fin.sum_univ_succ]
  refine ⟨hH, hS, hC, hHh, hSh, hN, hE, ?_⟩
  refine (pulay_force (H := fun _ => demoH) hH hS hC hHh hSh
    (Eventually.of_forall hN) hE).congr_deriv ?_
  simp [weightedDensity, demoC, Matrix.trace_fin_two, Matrix.vecMul, dotProduct]

end

end PulayForce
```

```lean
#print axioms PulayForce.pulay_force
```

```
'PulayForce.pulay_force' depends on axioms: [propext, Classical.choice, Quot.sound]
```

## Contracting $D$ and $W$ in a force routine

A generalised eigenvalue solver returns orbital energies $\varepsilon_i$ and coefficients $C_{\mu i}$, where $\mu$ and $\nu$ label basis functions. The routine sums over the occupied orbitals once,
$$D_{\mu\nu}=\sum_i C_{\mu i}\overline{C_{\nu i}},\qquad
W_{\mu\nu}=\sum_i\varepsilon_i\,C_{\mu i}\overline{C_{\nu i}},$$
and uses the same two matrices for every nuclear coordinate. The band contribution to the force is
$$F=-\sum_{\mu\nu}\left(H'_{\mu\nu}D_{\nu\mu}-S'_{\mu\nu}W_{\nu\mu}\right).$$
For doubly occupied orbitals, both matrices are multiplied by 2. A repulsive pair potential, if the model has one, adds its own force.

The routine can be tested against a central finite difference of the band energy, with a new diagonalisation at each displaced geometry. In a self-consistent method, $H'$ would also contain the response of the density, and the total energy is not the band energy alone, so the force expression there needs a further argument.
